# Averaging the bath spectrum over ±w removes the equilibrium polarisation of a two-level spin

## A bath spectrum made of lines

A finite bath has discrete energy differences, so its spectrum consists of separate lines, whereas a relaxation rate is normally computed from a smooth spectral density. The choice made here is to keep the finite bath and to take the total weight of the line at frequency w as the rate. Coupling constants and other common prefactors are set to one, and so is ħ.

Let the bath levels have real energies E_m, and let V be the matrix of the bath operator that multiplies the spin-flip operator in the coupling, written in the energy basis. At inverse temperature β the Gibbs weight of level m is

g_m = exp(-βE_m) / Σ_k exp(-βE_k).

The spectrum is

S(w) = Σ_m Σ_n g_m |V_mn|², summed over pairs with E_n - E_m = w.

In S(w) the bath goes from m to n and gains the energy w. For w > 0 a spin with level splitting w supplies this energy by going down, so S(w) is its downward rate and S(-w) its upward rate.

A spectrum computed from a real, stationary classical signal is even in frequency and cannot distinguish the two directions. It is represented here by the average

C(w) = (S(w) + S(-w)) / 2,

used for both rates. This is a symmetrised quantum spectrum; the spectrum of an actual classical trajectory may also differ from it in size and shape.

## What is stated about the spin

Let p be the population of the upper spin level. With downward rate d and upward rate u,

dp/dt = u(1 - p) - d p.

The polarisation is the lower population minus the upper one, P = 1 - 2p. The magnetisation along the field is proportional to it.

The main theorem, `classical_spectrum_loses_magnetisation`, assumes that V is Hermitian, that β and w are positive and that S(w) > 0. It says three things:

- with rates S(w) down and S(-w) up, p is stationary if and only if P = tanh(βw/2);
- this value is positive;
- with C(w) for both rates, p is stationary if and only if P = 0.

In the Lean file, the finite type `ι` labels the bath levels, `E` gives their energies and `V` is a complex matrix. `gibbs`, `spectrum` and `classicalSpectrum` are g, S and C. `upperRate down up p` is the right-hand side of the rate equation, and `polarisation p` is P. The variable `p` ranges over all real numbers, but both stationary values correspond to populations between 0 and 1.

The condition S(w) > 0 says that the bath has a transition at the spin frequency which V drives. Without such a transition both rates vanish and every population is stationary.

The rate equation is postulated, not derived from a joint Hamiltonian of spin and bath. The exact dynamics of a spin and a finite bath, taken as a closed system, is quasi-periodic, so the lasting exponential relaxation found below is a property of the rate model. Spin coherences and the continuum limit of the bath are left out.

## Detailed balance and the stationary polarisation

Write out S(-w) and exchange the names of the two summation indices:

S(-w) = Σ_m Σ_n g_n |V_nm|², summed over pairs with E_m - E_n = -w.

The condition on the pairs is again E_n - E_m = w. For such a pair the Gibbs weights satisfy

g_n = exp(-β(E_n - E_m)) g_m = exp(-βw) g_m,

and Hermiticity gives |V_nm| = |V_mn|. Each term is therefore exp(-βw) times the corresponding term of S(w), and

S(-w) = exp(-βw) S(w).

Now insert p = (1 - P)/2 into the rate equation:

dp/dt = [u(1 + P) - d(1 - P)] / 2 = [P(d + u) - (d - u)] / 2.

The spin is stationary if and only if

P(d + u) = d - u.

For d = S(w) and u = S(-w) the sum is positive, and division gives

P = (1 - exp(-βw)) / (1 + exp(-βw)) = tanh(βw/2),

where the last step multiplies numerator and denominator by exp(βw/2). For d = u = C(w) the right-hand side of the balance is zero while the sum of the rates is positive, so P = 0.

## The decay constant survives the averaging

Let M satisfy M(d + u) = d - u. Since dP/dt = -2 dp/dt,

dP/dt = -(d + u)P + (d - u) = -(d + u)(P - M).

Multiplying P - M by exp((d + u)t) gives a quantity with zero derivative, hence

P(t) = M + (P(0) - M) exp(-(d + u)t).

The quantum rates add up to S(w) + S(-w). The averaged rates add up to 2C(w), which is the same number. Averaging thus leaves the decay constant intact and changes only the value from which the deviation is measured: tanh(βw/2) in one case, zero in the other.

Detailed balance also allows the directional spectrum to be recovered. From C(w) = S(w)(1 + exp(-βw))/2 it follows that

S(w) = [2 / (1 + exp(-βw))] C(w).

This holds for either sign of w, so the even function C yields both rates once β is known. For simulation practice this means that, within this two-level rate model, a symmetrised spectrum suffices for the relaxation rate, while the equilibrium polarisation needs the thermal factor as additional input.

## Numbers for a two-level bath

Take bath energies 0 and w, a coupling with V_01 = V_10 = 1 and zero diagonal, and βw = ln 3. Then exp(-βw) = 1/3, and the Gibbs weights are 3/4 and 1/4. One transition contributes to each direction:

S(w) = 3/4, S(-w) = 1/4.

The stationary polarisation is (3/4 - 1/4)/(3/4 + 1/4) = 1/2, which agrees with tanh((ln 3)/2) = (3 - 1)/(3 + 1). The upper population is 1/4.

The average is C(w) = 1/2, and using it in both directions gives upper population 1/2 and polarisation 0. The correction factors are 2/(1 + 1/3) = 3/2 at w and 2/(1 + 3) = 1/2 at -w; they turn 1/2 back into 3/4 and 1/4.

An initially unpolarised spin follows P(t) = (1 - exp(-t))/2 with the quantum rates, with time in units of the inverse rate prefactor. With the averaged rates it stays unpolarised.

## The Lean file

```lean
import Mathlib

open Matrix

namespace ThermalSpinRelaxation

noncomputable section

variable {ι : Type*} [Fintype ι] {β : ℝ} {E : ι → ℝ} {V : Matrix ι ι ℂ}

/-- The Gibbs weight of bath level `m` at inverse temperature `β`. -/
def gibbs (β : ℝ) (E : ι → ℝ) (m : ι) : ℝ :=
  Real.exp (-(β * E m)) / ∑ k, Real.exp (-(β * E k))

/-- The bath spectrum `S(w)`: the thermally weighted strength of all bath transitions
`m → n` in which the bath gains the energy `w`. -/
def spectrum (β : ℝ) (E : ι → ℝ) (V : Matrix ι ι ℂ) (w : ℝ) : ℝ :=
  ∑ m, ∑ n, if E n - E m = w then gibbs β E m * ‖V m n‖ ^ 2 else 0

/-- The symmetrised quantum spectrum, which stands in for a classical one: the average of `S(w)` and
`S(-w)`. -/
def classicalSpectrum (β : ℝ) (E : ι → ℝ) (V : Matrix ι ι ℂ) (w : ℝ) : ℝ :=
  (spectrum β E V w + spectrum β E V (-w)) / 2

/-- The rate of change of the upper population `p` of a two-level spin with the given
downward and upward transition rates. -/
def upperRate (down up p : ℝ) : ℝ := up * (1 - p) - down * p

/-- The polarisation, lower minus upper population, when the upper population is `p`. -/
def polarisation (p : ℝ) : ℝ := 1 - 2 * p

/-- Detailed balance: for a Hermitian coupling, `S(-w) = exp(-βw) S(w)`. -/
theorem detailed_balance (hV : V.IsHermitian) (w : ℝ) :
    spectrum β E V (-w) = Real.exp (-(β * w)) * spectrum β E V w := by
  unfold spectrum
  -- exchange the roles of the initial and the final bath level
  rw [Finset.sum_comm, Finset.mul_sum]
  refine Finset.sum_congr rfl fun m _ => ?_
  rw [Finset.mul_sum]
  refine Finset.sum_congr rfl fun n _ => ?_
  by_cases h : E n - E m = w
  · have h' : E m - E n = -w := by linarith
    have hn : ‖V n m‖ = ‖V m n‖ := by
      rw [← hV.apply n m, norm_star]
    -- the Gibbs weights of the two levels differ by the Boltzmann factor
    have hg : gibbs β E n = Real.exp (-(β * w)) * gibbs β E m := by
      unfold gibbs
      rw [← mul_div_assoc, ← Real.exp_add, ← h]
      congr 2
      ring
    rw [if_pos h', if_pos h, hn, hg]
    ring
  · have h' : ¬ (E m - E n = -w) := fun h' => h (by linarith)
    rw [if_neg h', if_neg h, mul_zero]

/-- The spin populations are stationary exactly when the polarisation times the sum of
the two rates equals their difference. -/
theorem stationary_iff (down up p : ℝ) :
    upperRate down up p = 0 ↔ polarisation p * (down + up) = down - up := by
  unfold upperRate polarisation
  constructor
  · intro h
    linear_combination 2 * h
  · intro h
    linear_combination h / 2

/-- For a Hermitian coupling, the difference of `S(w)` and `S(-w)` is `tanh(βw/2)` times
their sum. -/
theorem tanh_balance (hV : V.IsHermitian) (w : ℝ) :
    Real.tanh (β * w / 2) * (spectrum β E V w + spectrum β E V (-w))
      = spectrum β E V w - spectrum β E V (-w) := by
  have he : Real.exp (-(β * w))
      = Real.exp (-(β * w / 2)) * Real.exp (-(β * w / 2)) := by
    rw [← Real.exp_add]
    congr 1
    ring
  have hpq : Real.exp (β * w / 2) * Real.exp (-(β * w / 2)) = 1 := by
    rw [← Real.exp_add, add_neg_cancel, Real.exp_zero]
  rw [detailed_balance hV w, he, Real.tanh_eq_sinh_div_cosh, Real.sinh_eq, Real.cosh_eq,
    div_mul_eq_mul_div, div_eq_iff (by positivity)]
  linear_combination (spectrum β E V w * Real.exp (-(β * w / 2))) * hpq

/-- Let the coupling be Hermitian, `β, w > 0` and `S(w) > 0`. With the rates `S(w)` down and `S(-w)`
up, the upper population is stationary exactly when the polarisation is `tanh(βw/2)`, which is
positive. With the average of `S(w)` and `S(-w)` for both rates, it is stationary exactly when the
polarisation is zero. -/
theorem classical_spectrum_loses_magnetisation (hV : V.IsHermitian) {w : ℝ}
    (hβ : 0 < β) (hw : 0 < w) (hS : 0 < spectrum β E V w) :
    (∀ p, upperRate (spectrum β E V w) (spectrum β E V (-w)) p = 0 ↔
      polarisation p = Real.tanh (β * w / 2)) ∧
    0 < Real.tanh (β * w / 2) ∧
    (∀ p, upperRate (classicalSpectrum β E V w) (classicalSpectrum β E V w) p = 0 ↔
      polarisation p = 0) := by
  have hs : 0 < spectrum β E V w + spectrum β E V (-w) := by
    rw [detailed_balance hV w]
    exact add_pos hS (mul_pos (Real.exp_pos _) hS)
  have hc : 0 < classicalSpectrum β E V w := half_pos hs
  refine ⟨fun p => ?_, ?_, fun p => ?_⟩
  · rw [stationary_iff, ← tanh_balance hV w]
    exact mul_left_inj' hs.ne'
  · rw [Real.tanh_eq_sinh_div_cosh]
    exact div_pos (Real.sinh_pos_iff.2 (by positivity)) (Real.cosh_pos _)
  · rw [stationary_iff, sub_self]
    exact mul_eq_zero.trans (or_iff_left (add_pos hc hc).ne')

/-- If `M` satisfies the stationary balance, every solution of the rate equation has a
polarisation whose deviation from `M` evolves exponentially, with the sum of the two
transition rates as decay constant. -/
theorem polarisation_relaxation {down up M : ℝ} (hM : M * (down + up) = down - up)
    {p : ℝ → ℝ} (hp : ∀ t, HasDerivAt p (upperRate down up (p t)) t) (t : ℝ) :
    polarisation (p t)
      = M + (polarisation (p 0) - M) * Real.exp (-((down + up) * t)) := by
  -- the deviation times the integrating factor is conserved
  have hd : ∀ t, HasDerivAt
      (fun s => (polarisation (p s) - M) * Real.exp ((down + up) * s)) 0 t := by
    intro t
    have h1 : HasDerivAt (fun s => polarisation (p s) - M)
        (-2 * upperRate down up (p t)) t :=
      ((((hp t).const_mul (2 : ℝ)).const_sub 1).sub_const M).congr_deriv (by ring)
    have h2 : HasDerivAt (fun s => Real.exp ((down + up) * s))
        (Real.exp ((down + up) * t) * (down + up)) t :=
      (((hasDerivAt_id t).const_mul (down + up)).exp).congr_deriv (by simp)
    refine (h1.fun_mul h2).congr_deriv ?_
    simp only [polarisation, upperRate]
    linear_combination (-Real.exp ((down + up) * t)) * hM
  have hc := is_const_of_deriv_eq_zero (fun t => (hd t).differentiableAt)
    (fun t => (hd t).deriv) t 0
  simp only [mul_zero, Real.exp_zero, mul_one] at hc
  have he : Real.exp ((down + up) * t) * Real.exp (-((down + up) * t)) = 1 := by
    rw [← Real.exp_add, add_neg_cancel, Real.exp_zero]
  linear_combination Real.exp (-((down + up) * t)) * hc - (polarisation (p t) - M) * he

/-- For a Hermitian coupling, the rates `S(w)` down and `S(-w)` up (solution `p`) and their average
used for both directions (solution `q`) share the decay constant `S(w) + S(-w)`; the deviation is
measured from `tanh(βw/2)` in the first case and from zero in the second. -/
theorem same_relaxation_rate (hV : V.IsHermitian) (w : ℝ) {p q : ℝ → ℝ}
    (hp : ∀ t, HasDerivAt p
      (upperRate (spectrum β E V w) (spectrum β E V (-w)) (p t)) t)
    (hq : ∀ t, HasDerivAt q
      (upperRate (classicalSpectrum β E V w) (classicalSpectrum β E V w) (q t)) t)
    (t : ℝ) :
    polarisation (p t) = Real.tanh (β * w / 2)
      + (polarisation (p 0) - Real.tanh (β * w / 2))
        * Real.exp (-((spectrum β E V w + spectrum β E V (-w)) * t)) ∧
    polarisation (q t) = polarisation (q 0)
        * Real.exp (-((spectrum β E V w + spectrum β E V (-w)) * t)) := by
  refine ⟨polarisation_relaxation (tanh_balance hV w) hp t, ?_⟩
  have h := polarisation_relaxation (M := 0) (by ring) hq t
  have hsum : classicalSpectrum β E V w + classicalSpectrum β E V w
      = spectrum β E V w + spectrum β E V (-w) := by
    unfold classicalSpectrum
    ring
  rw [hsum, zero_add, sub_zero] at h
  exact h

/-- For a Hermitian coupling and a frequency of either sign, the factor `2/(1 + exp(-βw))` turns the
average of `S(w)` and `S(-w)` back into `S(w)`. -/
theorem quantum_correction (hV : V.IsHermitian) (w : ℝ) :
    spectrum β E V w
      = 2 / (1 + Real.exp (-(β * w))) * classicalSpectrum β E V w := by
  have h : 1 + Real.exp (-(β * w)) ≠ 0 := by positivity
  unfold classicalSpectrum
  rw [detailed_balance hV w, div_mul_eq_mul_div, eq_div_iff h]
  ring

/-- The coupling that flips the two levels of a bath with energies `0` and `w > 0` is Hermitian, and
it gives `S(w) = 1/(1 + exp(-βw))`, which is positive. -/
theorem two_level_bath_witness (β : ℝ) {w : ℝ} (hw : 0 < w) :
    (!![0, 1; 1, 0] : Matrix (Fin 2) (Fin 2) ℂ).IsHermitian ∧
    spectrum β ![0, w] !![0, 1; 1, 0] w = 1 / (1 + Real.exp (-(β * w))) ∧
    0 < spectrum β ![0, w] !![0, 1; 1, 0] w := by
  have hS : spectrum β ![0, w] !![0, 1; 1, 0] w = 1 / (1 + Real.exp (-(β * w))) := by
    have h : ¬ (-w = w) := fun h => by linarith
    simp [spectrum, gibbs, Fin.sum_univ_two, hw.ne, hw.ne', h]
  refine ⟨Matrix.IsHermitian.ext fun i j => ?_, hS, ?_⟩
  · fin_cases i <;> fin_cases j <;> simp
  · rw [hS]
    positivity

end

end ThermalSpinRelaxation
```

```lean
#print axioms ThermalSpinRelaxation.classical_spectrum_loses_magnetisation
#print axioms ThermalSpinRelaxation.polarisation_relaxation
#print axioms ThermalSpinRelaxation.same_relaxation_rate
#print axioms ThermalSpinRelaxation.quantum_correction
```

```
'ThermalSpinRelaxation.classical_spectrum_loses_magnetisation' depends on axioms: [propext, Classical.choice, Quot.sound]
'ThermalSpinRelaxation.polarisation_relaxation' depends on axioms: [propext, Classical.choice, Quot.sound]
'ThermalSpinRelaxation.same_relaxation_rate' depends on axioms: [propext, Classical.choice, Quot.sound]
'ThermalSpinRelaxation.quantum_correction' depends on axioms: [propext, Classical.choice, Quot.sound]
```

## From the bath sum to the tanh law in Lean

`detailed_balance` follows the index exchange above. `Finset.sum_comm` swaps the two sums, and `Finset.sum_congr` reduces the claim to a single pair of levels. The case split `by_cases h : E n - E m = w` separates pairs on the line from all others, which contribute zero on both sides. For a pair on the line, `hn` is the equality of the two matrix-element moduli and `hg` is the Boltzmann ratio of the Gibbs weights. Hermiticity enters only through `hn`.

`stationary_iff` is the linear balance for P. The two calls of `linear_combination` express that the balance equation is twice the rate equation, read in both directions.

`tanh_balance` states the tanh law in multiplied form:

tanh(βw/2) (S(w) + S(-w)) = S(w) - S(-w).

This form also holds when both rates vanish. The proof writes exp(-βw) as the square of exp(-βw/2), expresses tanh through exponentials and clears the denominator. What remains follows from `hpq`, which says that exp(βw/2) and exp(-βw/2) multiply to one.

In the main theorem, `hs` establishes that the sum of the rates is positive. After `stationary_iff` and `tanh_balance`, both sides of the first balance contain this sum as a factor, and `mul_left_inj'` cancels it. For equal rates the balance says that a product is zero, and the positive factor is excluded. The assumptions β > 0 and w > 0 are used only for the sign of tanh(βw/2).

## Time dependence, correction factor and the explicit bath

`polarisation_relaxation` takes any function `p` that satisfies the rate equation at all real times. The step `hd` computes the derivative of the deviation times its integrating factor and finds zero, with `hM` supplying the balance for M. `is_const_of_deriv_eq_zero` then equates the values at times t and 0, and the final `linear_combination` multiplies by the inverse exponential.

`same_relaxation_rate` applies this result twice, with M = tanh(βw/2) for the quantum rates and M = 0 for the averaged ones. The identity `hsum` shows that the two decay constants agree. No positivity of S(w) is required: if both rates vanish, the formulas describe constant polarisations.

`quantum_correction` inserts detailed balance into the definition of C and clears the denominator 1 + exp(-βw), which is never zero.

`two_level_bath_witness` treats the bath of the numerical example for general β and w > 0. It checks Hermiticity entry by entry and evaluates the double sum, in which only the transition from level 0 to level 1 contributes to S(w). The result, 1/(1 + exp(-βw)), is positive, so for β > 0 this bath meets every assumption of the main theorem.
